# Exactly one anti-Hermitian gauge change brings the occupied response block of ultrasoft orbitals to \(-\tfrac12 C^\dagger\,dS\,C\)

When an atom moves in a phonon calculation for an insulator with plane waves and norm-conserving pseudopotentials, the first-order change of the occupied orbitals can be chosen to have no component along the occupied orbitals themselves. With ultrasoft pseudopotentials the orbitals are orthonormal with respect to an overlap operator whose projectors are attached to the atoms, so the overlap changes too. Can the occupied component still be removed, and if not, what can it be set to?

Let \(S\) be the overlap matrix in a fixed finite basis indexed by \(n\), and let the columns of \(C\), indexed by \(m\), be the occupied orbitals. Their first-order changes along one real displacement parameter are \(dS\) and \(dC\). All matrices are complex, and Lean writes the adjoint \(\dagger\) as `ᴴ`.

```lean
import Mathlib

open Matrix

namespace UltrasoftResponseGauge

noncomputable section

variable {n m : Type*} [Fintype n]
```

Orthonormality at every displacement reads \(C^\dagger S C = 1\). Its derivative is

\[
dC^\dagger S C + C^\dagger\,dS\,C + C^\dagger S\,dC = 0 .
\]

This linear condition is taken as a hypothesis, standing for the requirement that the displaced orbitals remain orthonormal in the displaced overlap.

```lean
/-- First-order orthonormality of the orbitals `C` when the overlap `S` changes by `dS`
and the orbitals change by `dC`. -/
def LinearOrtho (S dS : Matrix n n ℂ) (C dC : Matrix n m ℂ) : Prop :=
  dCᴴ * S * C + Cᴴ * dS * C + Cᴴ * S * dC = 0
```

Write \(A = C^\dagger S\,dC\) for the occupied block of the response and \(W = C^\dagger\,dS\,C\) for the overlap change between occupied orbitals. Subtracting the occupied component leaves the conduction part

\[
Q = dC - CA .
\]

If \(C^\dagger S C = 1\), then \(C^\dagger S Q = A - A = 0\), which justifies the name.

```lean
/-- The part of the orbital response left after its component along the occupied
orbitals is removed with the overlap `S`. -/
def conductionPart [Fintype m] (S : Matrix n n ℂ) (C dC : Matrix n m ℂ) :
    Matrix n m ℂ :=
  dC - C * (Cᴴ * S * dC)
```

## What orthonormality fixes

Since \(S\) is Hermitian, \(A^\dagger = dC^\dagger S C\). The linear condition therefore becomes

\[
A^\dagger + W + A = 0 ,
\]

which fixes the Hermitian part of \(A\) at \(-\tfrac12 W\) and leaves the anti-Hermitian part free. The proof computes the adjoint and substitutes it.

```lean
/-- First-order orthonormality fixes the Hermitian part of the occupied block
`Cᴴ S dC` of the response. -/
theorem occupied_block {S dS : Matrix n n ℂ} {C dC : Matrix n m ℂ}
    (hS : S.IsHermitian) (h : LinearOrtho S dS C dC) :
    (Cᴴ * S * dC)ᴴ + Cᴴ * dS * C + Cᴴ * S * dC = 0 := by
  have e : (Cᴴ * S * dC)ᴴ = dCᴴ * S * C := by
    rw [conjTranspose_mul, conjTranspose_mul, conjTranspose_conjTranspose, hS.eq,
      Matrix.mul_assoc]
  rw [e]
  exact h
```

Solving for \(W\) gives \(W = -(A + A^\dagger)\), which is Hermitian. This is why no theorem here assumes that \(dS\) is Hermitian, although it is in the physical problem: only its occupied block matters, and the condition already makes that block Hermitian. In the code, `linear_combination (norm := module)` checks such rearrangements by treating matrix products as vectors to be added and scaled.

```lean
/-- First-order orthonormality makes the overlap change between occupied orbitals
Hermitian. -/
theorem overlap_change_hermitian {S dS : Matrix n n ℂ} {C dC : Matrix n m ℂ}
    (hS : S.IsHermitian) (h : LinearOrtho S dS C dC) :
    (Cᴴ * dS * C)ᴴ = Cᴴ * dS * C := by
  have h1 := occupied_block hS h
  have hW : Cᴴ * dS * C = -((Cᴴ * S * dC)ᴴ + Cᴴ * S * dC) := by
    linear_combination (norm := module) h1
  rw [hW, conjTranspose_neg, conjTranspose_add, conjTranspose_conjTranspose, add_comm]
```

## Gauge changes of the response

Occupied orbitals with equal filling may be mixed by a unitary matrix that depends on the displacement and equals 1 at the start. If its derivative there is \(K\), the response changes as \(dC \to dC + CK\). Using \(C^\dagger S C = 1\),

\[
C^\dagger S(dC + CK) = A + C^\dagger S C K = A + K .
\]

```lean
variable [Fintype m] [DecidableEq m]

/-- A gauge change `dC → dC + C K` shifts the occupied block of the response by `K`. -/
theorem gauge_shift {S : Matrix n n ℂ} {C : Matrix n m ℂ} (hC : Cᴴ * S * C = 1)
    (dC : Matrix n m ℂ) (K : Matrix m m ℂ) :
    Cᴴ * S * (dC + C * K) = Cᴴ * S * dC + K := by
  rw [Matrix.mul_add, ← Matrix.mul_assoc, hC, Matrix.one_mul]
```

The new response must satisfy the linear condition as well. Replacing \(A\) by \(A+K\) gives

\[
(A+K)^\dagger + W + (A+K) = K^\dagger + K ,
\]

so the condition survives exactly when \(K^\dagger = -K\). The forward half of the proof subtracts the old condition from the new one; the reverse half evaluates \((CK)^\dagger S C = K^\dagger\) and lets the two extra terms cancel.

```lean
/-- A gauge change preserves first-order orthonormality exactly when its generator is
anti-Hermitian. -/
theorem gauge_allowed_iff {S dS : Matrix n n ℂ} {C dC : Matrix n m ℂ}
    (hS : S.IsHermitian) (hC : Cᴴ * S * C = 1) (h : LinearOrtho S dS C dC)
    (K : Matrix m m ℂ) : LinearOrtho S dS C (dC + C * K) ↔ Kᴴ = -K := by
  have h1 := occupied_block hS h
  constructor
  · intro h'
    have h2 := occupied_block hS h'
    rw [gauge_shift hC, conjTranspose_add] at h2
    linear_combination (norm := module) h2 - h1
  · intro hK
    have e : (C * K)ᴴ * S * C = Kᴴ := by
      rw [conjTranspose_mul, Matrix.mul_assoc, Matrix.mul_assoc, ← Matrix.mul_assoc Cᴴ,
        hC, Matrix.mul_one]
    unfold LinearOrtho at h ⊢
    rw [gauge_shift hC, conjTranspose_add, Matrix.add_mul, Matrix.add_mul, e, hK]
    linear_combination (norm := module) h
```

Which blocks \(X\) can then be reached? If \(X = A + K\) with \(K\) anti-Hermitian, then

\[
X + X^\dagger = A + A^\dagger + K + K^\dagger = -W .
\]

Conversely, suppose \(X + X^\dagger = -W\). The equation \(A + K = X\) leaves only \(K = X - A\), and this candidate is allowed because

\[
K + K^\dagger = (X + X^\dagger) - (A + A^\dagger) = -W + W = 0 .
\]

In Lean, `∃!` means that there is a \(K\) with the stated properties and that no other matrix has them. The proof supplies `X - Cᴴ * S * dC` and checks anti-Hermiticity, the target value and uniqueness in turn.

```lean
/-- A matrix `X` is the occupied block in exactly one anti-Hermitian gauge if and only if
`X + Xᴴ` is minus the overlap change between occupied orbitals. -/
theorem reachable_iff {S dS : Matrix n n ℂ} {C dC : Matrix n m ℂ}
    (hS : S.IsHermitian) (hC : Cᴴ * S * C = 1) (h : LinearOrtho S dS C dC)
    (X : Matrix m m ℂ) :
    (∃! K : Matrix m m ℂ, Kᴴ = -K ∧ Cᴴ * S * (dC + C * K) = X) ↔
      X + Xᴴ = -(Cᴴ * dS * C) := by
  have h1 := occupied_block hS h
  constructor
  · rintro ⟨K, ⟨hK, hX⟩, -⟩
    rw [← hX, gauge_shift hC, conjTranspose_add, hK]
    linear_combination (norm := module) h1
  · intro hX
    -- the only candidate is the difference between the wanted and the present block
    refine ⟨X - Cᴴ * S * dC, ⟨?_, ?_⟩, ?_⟩
    · rw [conjTranspose_sub]
      linear_combination (norm := module) hX - h1
    · rw [gauge_shift hC]
      abel
    · rintro K ⟨-, hK⟩
      rw [gauge_shift hC] at hK
      rw [← hK]
      abel
```

## The symmetric gauge and the zero gauge

Two choices of \(X\) answer the opening question. For \(X = -\tfrac12 W\), Hermiticity of \(W\) gives \(X + X^\dagger = -W\), so exactly one anti-Hermitian \(K\) reaches it:

\[
K = -\tfrac12 W - A .
\]

For \(X = 0\) the requirement becomes \(0 = -W\). The occupied component can thus be removed if and only if \(dS\) has no matrix elements between occupied orbitals. A general \(K = -A\) would always remove it, but when \(W \neq 0\) that \(K\) is not anti-Hermitian and the orbitals lose their first-order orthonormality.

The theorem `symmetric_gauge` states both results, assuming a Hermitian \(S\), orthonormal \(C\) and the linear condition. The first part comes from `reachable_iff`. In the second, the forward direction puts the zero block into the orthonormality condition of the new gauge, and the reverse direction uses `reachable_iff` at \(X = 0\).

```lean
/-- Exactly one anti-Hermitian gauge change brings the occupied block of the response to minus half
the overlap change between occupied orbitals, and some such gauge change brings it to zero if and
only if the overlap change between occupied orbitals vanishes. -/
theorem symmetric_gauge {S dS : Matrix n n ℂ} {C dC : Matrix n m ℂ}
    (hS : S.IsHermitian) (hC : Cᴴ * S * C = 1) (h : LinearOrtho S dS C dC) :
    (∃! K : Matrix m m ℂ, Kᴴ = -K ∧
      Cᴴ * S * (dC + C * K) = (-(1 / 2) : ℂ) • (Cᴴ * dS * C)) ∧
    ((∃ K : Matrix m m ℂ, Kᴴ = -K ∧ Cᴴ * S * (dC + C * K) = 0) ↔
      Cᴴ * dS * C = 0) := by
  constructor
  · have hs : star (-(1 / 2) : ℂ) = -(1 / 2) := by simp
    rw [reachable_iff hS hC h, conjTranspose_smul, overlap_change_hermitian hS h, hs]
    module
  · constructor
    · rintro ⟨K, hK, h0⟩
      -- in the new gauge the occupied block drops out of the orthonormality condition
      have h2 := occupied_block hS ((gauge_allowed_iff hS hC h K).2 hK)
      rw [h0] at h2
      simpa using h2
    · intro hW
      obtain ⟨K, hK, -⟩ := (reachable_iff hS hC h 0).2 (by rw [hW]; simp)
      exact ⟨K, hK⟩
```

The symmetric gauge also stands out by size. Put \(D = A + \tfrac12 W\). Since \(A^\dagger = -W - A\), we have \(D^\dagger = -D\), and

\[
A^\dagger A = \left(-\tfrac12 W - D\right)\left(-\tfrac12 W + D\right)
= \tfrac14 W^2 - \tfrac12 WD + \tfrac12 DW - D^2 .
\]

The cross terms cancel under the trace, and \(-D^2 = D^\dagger D\), so

\[
\operatorname{tr} A^\dagger A = \tfrac14 \operatorname{tr} W^\dagger W + \operatorname{tr} D^\dagger D .
\]

The last term is non-negative and vanishes only for \(D = 0\), so among the allowed gauges the symmetric one gives the occupied block its smallest Frobenius norm. The Lean proof expands all products in \(A\) and \(W\) and closes with \(\operatorname{tr} AW = \operatorname{tr} WA\).

```lean
omit [DecidableEq m] in
/-- The squared Frobenius norm of the occupied block is that of half the overlap change between
occupied orbitals, plus that of the block's deviation from minus half that change. -/
theorem occupied_norm_split {S dS : Matrix n n ℂ} {C dC : Matrix n m ℂ}
    (hS : S.IsHermitian) (h : LinearOrtho S dS C dC) :
    trace ((Cᴴ * S * dC)ᴴ * (Cᴴ * S * dC)) =
      (1 / 4) * trace ((Cᴴ * dS * C)ᴴ * (Cᴴ * dS * C)) +
      trace ((Cᴴ * S * dC + (1 / 2 : ℂ) • (Cᴴ * dS * C))ᴴ *
        (Cᴴ * S * dC + (1 / 2 : ℂ) • (Cᴴ * dS * C))) := by
  have h1 := occupied_block hS h
  have hW := overlap_change_hermitian hS h
  have hs : star (1 / 2 : ℂ) = 1 / 2 := by simp
  generalize Cᴴ * S * dC = A at h1 ⊢
  generalize Cᴴ * dS * C = W at h1 hW ⊢
  have hA : Aᴴ = -W - A := by linear_combination (norm := module) h1
  rw [conjTranspose_add, conjTranspose_smul, hs, hW, hA]
  -- the cross terms cancel by cyclicity of the trace
  have ht := trace_mul_comm A W
  simp only [Matrix.add_mul, Matrix.mul_add, Matrix.sub_mul, Matrix.neg_mul,
    Matrix.smul_mul, Matrix.mul_smul, trace_add, trace_sub, trace_neg, trace_smul,
    smul_eq_mul]
  linear_combination (1 / 2) * ht
```

## What does not depend on the gauge

The conduction part is unaffected by the choice of \(K\):

\[
(dC + CK) - C(A + K) = dC - CA .
\]

```lean
/-- The conduction part of the response is the same in every gauge. -/
theorem conductionPart_gauge {S : Matrix n n ℂ} {C : Matrix n m ℂ}
    (hC : Cᴴ * S * C = 1) (dC : Matrix n m ℂ) (K : Matrix m m ℂ) :
    conductionPart S C (dC + C * K) = conductionPart S C dC := by
  unfold conductionPart
  rw [gauge_shift hC, Matrix.mul_add]
  abel
```

For unit occupations the density matrix is \(P = CC^\dagger\). Inserting \(dC = Q + CA\) into its first-order change gives

\[
dC\,C^\dagger + C\,dC^\dagger
= QC^\dagger + CQ^\dagger + C(A + A^\dagger)C^\dagger
= QC^\dagger + CQ^\dagger - CWC^\dagger .
\]

Neither \(Q\) nor \(W\) changes under an allowed gauge change, so \(dP\) does not either. The proof obtains the last term by multiplying \(A^\dagger + W + A = 0\) by \(C\) on the left and \(C^\dagger\) on the right.

```lean
omit [DecidableEq m] in
/-- The first-order density matrix is the conduction contribution plus its adjoint, minus
a term built from the overlap change between occupied orbitals. -/
theorem density_response {S dS : Matrix n n ℂ} {C dC : Matrix n m ℂ}
    (hS : S.IsHermitian) (h : LinearOrtho S dS C dC) :
    dC * Cᴴ + C * dCᴴ = conductionPart S C dC * Cᴴ + C * (conductionPart S C dC)ᴴ -
      C * (Cᴴ * dS * C) * Cᴴ := by
  have h1 := occupied_block hS h
  unfold conductionPart
  generalize Cᴴ * S * dC = A at h1 ⊢
  generalize Cᴴ * dS * C = W at h1 ⊢
  have h2 := congrArg (fun M => C * M * Cᴴ) h1
  simp only [Matrix.mul_add, Matrix.add_mul, Matrix.mul_zero, Matrix.zero_mul] at h2
  rw [conjTranspose_sub, conjTranspose_mul, Matrix.sub_mul, Matrix.mul_sub,
    ← Matrix.mul_assoc C Aᴴ]
  linear_combination (norm := module) h2
```

For phonons of insulators treated with ultrasoft pseudopotentials, this identifies the occupied part of the orbital response in the symmetric gauge, within a finite fixed basis and for one real perturbation parameter. In such a calculation, a linear solver typically supplies \(Q\), and the occupied contribution is built from matrix elements of \(dS\). In the symmetric gauge the full response is

\[
dC = Q - \tfrac12 CW .
\]

A code that stores \(dC\) for a real displacement, in any allowed gauge, can be tested by forming \(C^\dagger S\,dC + \tfrac12 W\), which should be anti-Hermitian, and zero in the symmetric gauge.

The theorems contain no Hamiltonian and no equation that determines \(Q\). Partial occupations are not covered, and neither is the change of the augmentation charges, which also contributes to the first-order change of the electron density.

The orbitals and the overlap could also have been modelled as differentiable functions of the displacement. The linear condition would then be derived from orthonormality, and \(K\) would be the derivative of a unitary matrix function. The algebra above would remain the same, with differentiability assumptions added.

## A two-function example with a nonzero overlap change

The hypotheses are met by a small case with \(W \neq 0\). The overlap is complex, non-diagonal and positive definite:

\[
S = \begin{pmatrix} 2 & i \\ -i & 1 \end{pmatrix}.
\]

```lean
/-- An overlap matrix for two basis functions. -/
def exS : Matrix (Fin 2) (Fin 2) ℂ := !![2, Complex.I; -Complex.I, 1]
```

Its change is

\[
dS = \begin{pmatrix} 0 & 1 \\ 1 & 2 \end{pmatrix}.
\]

```lean
/-- A change of the overlap matrix. -/
def exdS : Matrix (Fin 2) (Fin 2) ℂ := !![0, 1; 1, 2]
```

The single occupied orbital is the second basis function, \(C = (0,1)^T\), with \(C^\dagger S C = 1\).

```lean
/-- A single occupied orbital. -/
def exC : Matrix (Fin 2) (Fin 1) ℂ := !![0; 1]
```

Its response is \(dC = (1,-1)^T\).

```lean
/-- A first-order change of the orbital. -/
def exdC : Matrix (Fin 2) (Fin 1) ℂ := !![1; -1]
```

Here \(W = 2\) and \(A = -i - 1\), so \(A^* + W + A = 0\). The generator leading to the symmetric gauge is \(K = -1 - A = i\), and the new response \((1, -1+i)^T\) has occupied block \(-1 = -\tfrac12 W\). No allowed gauge brings this block to zero. The theorem below checks the hypotheses and \(W \neq 0\) entry by entry.

```lean
/-- The example matrices have a Hermitian overlap, a normalised orbital, first-order
orthonormality and a nonzero overlap change in the occupied orbital. -/
theorem symmetric_gauge_witness :
    exS.IsHermitian ∧ exCᴴ * exS * exC = 1 ∧ LinearOrtho exS exdS exC exdC ∧
      exCᴴ * exdS * exC ≠ 0 := by
  refine ⟨?_, ?_, ?_, ?_⟩
  · change exSᴴ = exS
    ext i j
    fin_cases i <;> fin_cases j <;> simp [exS]
  · ext i j
    fin_cases i; fin_cases j
    simp [exS, exC, Matrix.mul_apply, Fin.sum_univ_succ]
  · unfold LinearOrtho
    ext i j
    fin_cases i; fin_cases j
    simp [exS, exdS, exC, exdC, Matrix.mul_apply, Fin.sum_univ_succ]
    ring
  · intro h
    have h0 := congrFun (congrFun h 0) 0
    simp [exdS, exC, Matrix.mul_apply, Fin.sum_univ_succ] at h0

end

end UltrasoftResponseGauge
```

```lean
#print axioms UltrasoftResponseGauge.symmetric_gauge
#print axioms UltrasoftResponseGauge.occupied_norm_split
#print axioms UltrasoftResponseGauge.conductionPart_gauge
#print axioms UltrasoftResponseGauge.density_response
```

```
'UltrasoftResponseGauge.symmetric_gauge' depends on axioms: [propext, Classical.choice, Quot.sound]
'UltrasoftResponseGauge.occupied_norm_split' depends on axioms: [propext, Classical.choice, Quot.sound]
'UltrasoftResponseGauge.conductionPart_gauge' depends on axioms: [propext, Classical.choice, Quot.sound]
'UltrasoftResponseGauge.density_response' depends on axioms: [propext, Classical.choice, Quot.sound]
```
